# Under Coulomb scaling with nonnegative repulsion, E(Z)/Z² is nonincreasing in Z and concave in 1/Z

To estimate the energy of an ion from two others with the same number of electrons, one can divide each known energy by the square of its nuclear charge Z and interpolate linearly in 1/Z. Take the electrons as nonrelativistic and the nucleus as a fixed point charge. If each energy is then the infimum over the same set of trial states, and that set is closed under uniform scaling of the coordinates, the interpolated value is never above the value that the same set gives for the ion in between. This is the concavity proved below. The span of a finite basis with fixed exponents is not closed under scaling, so the theorem does not apply to energies computed in such a basis.

## Scaling the trial states

Consider a fixed number N of nonrelativistic electrons around a fixed point nucleus, in Hartree atomic units. A uniform scaling by l > 0 takes a normalised wavefunction ψ to

(S_l ψ)(r₁, …, r_N) = l^(3N/2) ψ(l r₁, …, l r_N).

In Lean the trial states form an arbitrary type `X`, and S_l x is written `l • x`. The scale factors are the positive reals under multiplication.

```lean
import Mathlib

open Filter

namespace IsoelectronicScaling

noncomputable section

/-- The positive real scale factors, a group under multiplication. -/
abbrev Scale := {l : ℝ // 0 < l}
```

Let T(x) be the kinetic energy of the state x, V(x) the expectation value of Σ 1/rᵢ, and W(x) that of the electron repulsion Σ 1/rᵢⱼ. Here V is a positive attraction per unit nuclear charge, whereas textbooks often use the letter for a signed potential energy. The energy of x at charge Z, any real number, is

T(x) − Z V(x) + W(x).

```lean
/-- The energy `T - Z V + W` of a trial state at nuclear charge `Z`. -/
def energyFunctional {X : Type*} (T V W : X → ℝ) (Z : ℝ) (x : X) : ℝ :=
  T x - Z * V x + W x
```

E(Z) is the infimum of this expression over all states; no minimiser is required. Lean assigns the value 0 to the infimum of a real set that is unbounded below, so the main theorem assumes boundedness explicitly.

```lean
/-- The ground-state energy `E(Z)`: the infimum of `T - Z V + W` over all trial states,
meaningful when that functional is bounded below and trial states exist. -/
def groundEnergy {X : Type*} (T V W : X → ℝ) (Z : ℝ) : ℝ :=
  ⨅ x, energyFunctional T V W Z x
```

With lengths measured in units of 1/Z and energies in units of Z², the repulsion acquires a strength u = 1/Z and the nuclear charge becomes 1. The corresponding functional is

R_u(x) = T(x) − V(x) + u W(x).

```lean
/-- The energy `T - V + u W` in charge-scaled units, where `u` is the strength of the
electron repulsion. -/
def reducedFunctional {X : Type*} (T V W : X → ℝ) (u : ℝ) (x : X) : ℝ :=
  T x - V x + u * W x
```

Two derivatives give the kinetic energy a factor l², and one inverse distance gives each Coulomb term a factor l:

T(S_l x) = l² T(x), V(S_l x) = l V(x), W(S_l x) = l W(x).

These laws are the hypothesis `CoulombScaling`. To apply the theorems to a real atom, one must still construct its wavefunctions as such a set `X` and identify T, V and W with their expectation values.

```lean
/-- Coulomb scaling: under a scaling by `l` the kinetic energy `T` is multiplied by `l ^ 2`,
the attraction `V` and the repulsion `W` by `l`. -/
structure CoulombScaling {X : Type*} [MulAction Scale X] (T V W : X → ℝ) : Prop where
  kinetic : ∀ (l : Scale) (x : X), T (l • x) = (l : ℝ) ^ 2 * T x
  attraction : ∀ (l : Scale) (x : X), V (l • x) = (l : ℝ) * V x
  repulsion : ∀ (l : Scale) (x : X), W (l • x) = (l : ℝ) * W x
```

## Removing the nuclear charge

Put l = Z in the scaling laws:

T(S_Z x) − Z V(S_Z x) + W(S_Z x)
= Z² T(x) − Z² V(x) + Z W(x)
= Z² R_{1/Z}(x).

The Lean proof rewrites with the three laws and closes the algebra with Z · Z⁻¹ = 1.

```lean
section General

variable {X : Type*} [MulAction Scale X] {T V W : X → ℝ}

/-- Under Coulomb scaling, a state scaled by the nuclear charge `Z > 0` has energy
`Z ^ 2 (T - V + W / Z)`. -/
theorem energy_of_scaled_state (h : CoulombScaling T V W) {Z : ℝ} (hZ : 0 < Z) (x : X) :
    energyFunctional T V W Z ((⟨Z, hZ⟩ : Scale) • x)
      = Z ^ 2 * reducedFunctional T V W Z⁻¹ x := by
  have hZ' : Z * Z⁻¹ = 1 := mul_inv_cancel₀ hZ.ne'
  unfold energyFunctional reducedFunctional
  rw [h.kinetic, h.attraction, h.repulsion]
  linear_combination (-(Z * W x)) * hZ'
```

Every state y is a scaled state, since y = S_Z(S_{1/Z} y). The infimum may therefore be taken over the states S_Z x, and the positive factor Z² comes out of it:

E(Z) / Z² = inf over x of R_{1/Z}(x).

In the proof, `hs` is the surjectivity and `hE` the extraction of the factor.

```lean
/-- Under Coulomb scaling and for `Z > 0`, `E(Z) / Z ^ 2` is the infimum of
`T - V + W / Z`. -/
theorem groundEnergy_div_sq (h : CoulombScaling T V W) {Z : ℝ} (hZ : 0 < Z) :
    groundEnergy T V W Z / Z ^ 2 = ⨅ x, reducedFunctional T V W Z⁻¹ x := by
  -- every state is a scaled state, so the infimum may be taken over scaled states
  have hs : Function.Surjective (fun x : X => (⟨Z, hZ⟩ : Scale) • x) := by
    intro y
    refine ⟨(⟨Z⁻¹, inv_pos.2 hZ⟩ : Scale) • y, ?_⟩
    have h1 : (⟨Z, hZ⟩ : Scale) * ⟨Z⁻¹, inv_pos.2 hZ⟩ = 1 :=
      Subtype.ext (mul_inv_cancel₀ hZ.ne')
    change (⟨Z, hZ⟩ : Scale) • (⟨Z⁻¹, inv_pos.2 hZ⟩ : Scale) • y = y
    rw [smul_smul, h1, one_smul]
  have hE : groundEnergy T V W Z = Z ^ 2 * ⨅ x, reducedFunctional T V W Z⁻¹ x := by
    rw [Real.mul_iInf_of_nonneg (sq_nonneg Z)]
    unfold groundEnergy
    rw [← hs.iInf_comp]
    exact iInf_congr fun x => energy_of_scaled_state h hZ x
  rw [hE, mul_div_cancel_left₀ _ (pow_ne_zero 2 hZ.ne')]
```

A lower bound carries over in the same way. If b is a lower bound for the energy at charge Z, then b ≤ Z² R_{1/Z}(x), so b/Z² ≤ R_{1/Z}(x) for every x.

```lean
/-- Under Coulomb scaling, if the energy at charge `Z > 0` is bounded below, so is
`T - V + W / Z`. -/
theorem reduced_bddBelow (h : CoulombScaling T V W) {Z : ℝ} (hZ : 0 < Z)
    (hb : BddBelow (Set.range (energyFunctional T V W Z))) :
    BddBelow (Set.range (reducedFunctional T V W Z⁻¹)) := by
  obtain ⟨b, hb⟩ := hb
  refine ⟨b / Z ^ 2, ?_⟩
  rintro _ ⟨x, rfl⟩
  have hx := hb ⟨(⟨Z, hZ⟩ : Scale) • x, rfl⟩
  rw [energy_of_scaled_state h hZ] at hx
  exact (div_le_iff₀' (pow_pos hZ 2)).2 hx
```

## Monotonicity and concavity

Two further conditions enter. W ≥ 0 says that the electrons repel each other, and boundedness below at every Z > 0 says that the atom does not collapse.

For 0 < Z₁ ≤ Z₂ we have 1/Z₂ ≤ 1/Z₁, and since W ≥ 0,

R_{1/Z₂}(x) ≤ R_{1/Z₁}(x) for every x.

Taking infima gives E(Z₂)/Z₂² ≤ E(Z₁)/Z₁².

For concavity, let F(u) be the infimum of R_u, and take u, v > 0 and weights a, b ≥ 0 with a + b = 1. Since R_u(x) is affine in u,

R_{au+bv}(x) = a R_u(x) + b R_v(x) ≥ a F(u) + b F(v).

The right-hand side does not depend on x, so F(au + bv) ≥ a F(u) + b F(v). This half makes no use of W ≥ 0.

In the statement, `AntitoneOn` means nonincreasing, `Set.Ioi 0` is the set of positive reals, and the charge in the second half is written `u⁻¹`. In the proof, `key` identifies the scaled energy with F(u), and `h3` is the affine identity.

```lean
/-- Isoelectronic scaling: with Coulomb scaling, nonnegative repulsion and an energy bounded
below at every charge `Z > 0`, `E(Z) / Z ^ 2` is nonincreasing in `Z` and concave as a
function of `u = 1 / Z`. -/
theorem isoelectronic_scaling [Nonempty X] (h : CoulombScaling T V W) (hW : ∀ x, 0 ≤ W x)
    (hb : ∀ Z : ℝ, 0 < Z → BddBelow (Set.range (energyFunctional T V W Z))) :
    AntitoneOn (fun Z => groundEnergy T V W Z / Z ^ 2) (Set.Ioi 0) ∧
      ConcaveOn ℝ (Set.Ioi 0) (fun u => groundEnergy T V W u⁻¹ / (u⁻¹) ^ 2) := by
  constructor
  · -- a larger charge weakens the scaled repulsion
    intro Z₁ h₁ Z₂ h₂ h₁₂
    change groundEnergy T V W Z₂ / Z₂ ^ 2 ≤ groundEnergy T V W Z₁ / Z₁ ^ 2
    rw [groundEnergy_div_sq h h₁, groundEnergy_div_sq h h₂]
    refine ciInf_mono (reduced_bddBelow h h₂ (hb Z₂ h₂)) fun x => ?_
    have hx := mul_le_mul_of_nonneg_right (inv_anti₀ h₁ h₁₂) (hW x)
    unfold reducedFunctional
    linarith
  · -- an infimum of functions affine in `u` is concave
    have key : ∀ u : ℝ, 0 < u → groundEnergy T V W u⁻¹ / (u⁻¹) ^ 2
        = ⨅ x, reducedFunctional T V W u x := by
      intro u hu
      rw [groundEnergy_div_sq h (inv_pos.2 hu), inv_inv]
    have bdd : ∀ u : ℝ, 0 < u → BddBelow (Set.range (reducedFunctional T V W u)) := by
      intro u hu
      have hr := reduced_bddBelow h (inv_pos.2 hu) (hb _ (inv_pos.2 hu))
      rwa [inv_inv] at hr
    refine ⟨convex_Ioi 0, fun u hu v hv a b ha hb' hab => ?_⟩
    have hw : 0 < a * u + b * v := (convex_Ioi (0 : ℝ)) hu hv ha hb' hab
    simp only [smul_eq_mul]
    rw [key u hu, key v hv, key _ hw]
    refine le_ciInf fun x => ?_
    have h1 := mul_le_mul_of_nonneg_left (ciInf_le (bdd u hu) x) ha
    have h2 := mul_le_mul_of_nonneg_left (ciInf_le (bdd v hv) x) hb'
    have h3 : a * reducedFunctional T V W u x + b * reducedFunctional T V W v x
        = reducedFunctional T V W (a * u + b * v) x := by
      unfold reducedFunctional
      linear_combination (T x - V x) * hab
    linarith
```

## Bounds from the non-interacting state

Suppose that x₀ minimises T − V. For an atom this is a ground state of non-interacting electrons at unit nuclear charge. Because W ≥ 0, every x satisfies

T(x₀) − V(x₀) ≤ T(x) − V(x) ≤ R_{1/Z}(x).

Using x₀ itself as a trial state gives the upper bound, so

T(x₀) − V(x₀) ≤ E(Z)/Z² ≤ T(x₀) − V(x₀) + W(x₀)/Z.

The minimiser already supplies the lower bound on the energy, so no separate boundedness hypothesis is needed.

```lean
/-- With Coulomb scaling and nonnegative repulsion, let `x₀` minimise `T - V`. Then for `Z > 0`
the scaled energy `E(Z) / Z ^ 2` lies between `T x₀ - V x₀` and that value plus `W x₀ / Z`. -/
theorem first_order_bounds (h : CoulombScaling T V W) (hW : ∀ x, 0 ≤ W x) {x₀ : X}
    (h₀ : ∀ x, T x₀ - V x₀ ≤ T x - V x) {Z : ℝ} (hZ : 0 < Z) :
    T x₀ - V x₀ ≤ groundEnergy T V W Z / Z ^ 2 ∧
      groundEnergy T V W Z / Z ^ 2 ≤ T x₀ - V x₀ + Z⁻¹ * W x₀ := by
  have : Nonempty X := ⟨x₀⟩
  have low : ∀ x, T x₀ - V x₀ ≤ reducedFunctional T V W Z⁻¹ x := by
    intro x
    have hx := mul_nonneg (inv_pos.2 hZ).le (hW x)
    have hx₀ := h₀ x
    unfold reducedFunctional
    linarith
  rw [groundEnergy_div_sq h hZ]
  refine ⟨le_ciInf low, ciInf_le ⟨T x₀ - V x₀, ?_⟩ x₀⟩
  rintro _ ⟨x, rfl⟩
  exact low x
```

As Z → ∞ the term W(x₀)/Z vanishes, and E(Z)/Z² is squeezed to T(x₀) − V(x₀).

```lean
/-- With Coulomb scaling, nonnegative repulsion and a minimiser `x₀` of `T - V`, the scaled
energy `E(Z) / Z ^ 2` tends to `T x₀ - V x₀` as `Z` grows. -/
theorem large_charge_limit (h : CoulombScaling T V W) (hW : ∀ x, 0 ≤ W x) {x₀ : X}
    (h₀ : ∀ x, T x₀ - V x₀ ≤ T x - V x) :
    Tendsto (fun Z => groundEnergy T V W Z / Z ^ 2) atTop (nhds (T x₀ - V x₀)) := by
  have hu : Tendsto (fun Z : ℝ => T x₀ - V x₀ + Z⁻¹ * W x₀) atTop
      (nhds (T x₀ - V x₀ + 0 * W x₀)) :=
    (tendsto_inv_atTop_zero.mul_const (W x₀)).const_add (T x₀ - V x₀)
  rw [zero_mul, add_zero] at hu
  refine tendsto_of_tendsto_of_tendsto_of_le_of_le' tendsto_const_nhds hu ?_ ?_
  · filter_upwards [eventually_gt_atTop 0] with Z hZ
    exact (first_order_bounds h hW h₀ hZ).1
  · filter_upwards [eventually_gt_atTop 0] with Z hZ
    exact (first_order_bounds h hW h₀ hZ).2

end General
```

## Two electrons with one exponent

Put both electrons, with opposite spins, in the orbital

φ(r) = √(ζ³/π) e^(−ζr), ζ > 0.

Each electron has kinetic energy ζ²/2 and ⟨1/r⟩ = ζ, and their mutual repulsion is 5ζ/8. The Lean definitions take the resulting totals as given, without evaluating the integrals.

```lean
/-- Kinetic energy `ζ ^ 2` of two electrons in a 1s orbital of exponent `ζ`. -/
def pairT (ζ : Scale) : ℝ := (ζ : ℝ) ^ 2

/-- Attraction `2 ζ` of the two electrons to a nucleus of unit charge. -/
def pairV (ζ : Scale) : ℝ := 2 * (ζ : ℝ)

/-- Mutual repulsion `5 ζ / 8` of the two electrons. -/
def pairW (ζ : Scale) : ℝ := 5 / 8 * (ζ : ℝ)
```

The trial states are now the exponents themselves, and S_l takes ζ to lζ. The scaling laws and W ≥ 0 follow directly. Completing the square gives

ζ² − 2Zζ + 5ζ/8 = (ζ − (Z − 5/16))² − (Z − 5/16)²,

so the energy is bounded below by −(Z − 5/16)². The model thus meets all the hypotheses of the main theorem.

```lean
/-- The one-exponent model of two-electron ions obeys Coulomb scaling, has nonnegative
repulsion, and its energy is bounded below at every positive charge. -/
theorem isoelectronic_scaling_witness :
    CoulombScaling pairT pairV pairW ∧ (∀ ζ, 0 ≤ pairW ζ) ∧
      ∀ Z : ℝ, 0 < Z → BddBelow (Set.range (energyFunctional pairT pairV pairW Z)) := by
  refine ⟨⟨fun l x => ?_, fun l x => ?_, fun l x => ?_⟩, fun ζ => ?_, fun Z _ => ?_⟩
  · change ((l : ℝ) * (x : ℝ)) ^ 2 = (l : ℝ) ^ 2 * (x : ℝ) ^ 2
    ring
  · change 2 * ((l : ℝ) * (x : ℝ)) = (l : ℝ) * (2 * (x : ℝ))
    ring
  · change 5 / 8 * ((l : ℝ) * (x : ℝ)) = (l : ℝ) * (5 / 8 * (x : ℝ))
    ring
  · exact mul_nonneg (by norm_num) ζ.2.le
  · refine ⟨-(Z - 5 / 16) ^ 2, ?_⟩
    rintro _ ⟨ζ, rfl⟩
    unfold energyFunctional pairT pairV pairW
    nlinarith [sq_nonneg ((ζ : ℝ) - (Z - 5 / 16))]
```

If Z > 5/16, the exponent ζ = Z − 5/16 is positive and hence allowed. It makes the first square vanish, so the bound is attained:

E(Z) = −(Z − 5/16)².

The Lean proof obtains one inequality from this exponent and the other from the completed square.

```lean
/-- For `Z > 5 / 16` the one-exponent model of two-electron ions has the energy
`-(Z - 5 / 16) ^ 2`. -/
theorem pair_groundEnergy {Z : ℝ} (hZ : 5 / 16 < Z) :
    groundEnergy pairT pairV pairW Z = -(Z - 5 / 16) ^ 2 := by
  have : Nonempty Scale := ⟨⟨1, one_pos⟩⟩
  apply le_antisymm
  · -- the optimal exponent is the screened charge
    have hle := ciInf_le (isoelectronic_scaling_witness.2.2 Z (by linarith))
      (⟨Z - 5 / 16, by linarith⟩ : Scale)
    refine hle.trans (le_of_eq ?_)
    simp only [energyFunctional, pairT, pairV, pairW]
    ring
  · refine le_ciInf fun ζ => ?_
    unfold energyFunctional pairT pairV pairW
    nlinarith [sq_nonneg ((ζ : ℝ) - (Z - 5 / 16))]

end

end IsoelectronicScaling
```

```lean
#print axioms IsoelectronicScaling.isoelectronic_scaling
-- 'IsoelectronicScaling.isoelectronic_scaling' depends on axioms: [propext, Classical.choice, Quot.sound]
#print axioms IsoelectronicScaling.large_charge_limit
-- 'IsoelectronicScaling.large_charge_limit' depends on axioms: [propext, Classical.choice, Quot.sound]
#print axioms IsoelectronicScaling.pair_groundEnergy
-- 'IsoelectronicScaling.pair_groundEnergy' depends on axioms: [propext, Classical.choice, Quot.sound]
```
